# A Hermitian matrix is Bogoliubov–de Gennes exactly when every Majorana vector has zero mean energy

Suppose a code assembles a Bogoliubov–de Gennes (BdG) matrix for one spinless orbital and puts a pairing amplitude $i$ in the upper right corner:

$$H=\begin{pmatrix}0&i\\-i&0\end{pmatrix}.$$

The matrix is Hermitian and its eigenvalues are $\pm1$, so it passes a check for Hermiticity and a check for a symmetric spectrum. It also has zero mean energy in the two orthogonal Majorana vectors $(1,1)$ and $(i,-i)$. Yet it is wrong: the many-body operator it should represent is proportional to $i\,c^\dagger c^\dagger-i\,cc$, which is zero because $c$ is fermionic. The code reports quasiparticle energies for a Hamiltonian that vanishes.

The mean energy does expose the error if it is tested on all Majorana vectors. The sum $a=(1+i,\,1-i)$ of the two vectors above is again a Majorana vector, and it satisfies $Ha=a$, so its normalised mean energy is $1$.

## The particle-hole constraint as a condition on mean energies

Let vectors in $\mathbb C^{2n}$ have $n$ particle components followed by the hole components of the same $n$ orbitals, where spin is part of the orbital label, and let

$$S=\begin{pmatrix}0&1\\1&0\end{pmatrix},\qquad Cx=S\bar x,$$

where the blocks are $n\times n$ and the bar is complex conjugation. A Majorana vector is one with $Ca=a$, which means $a=(u,\bar u)$ for some $u\in\mathbb C^n$. Write $E_H(x)=x^\dagger Hx$; for a nonzero vector, the normalised mean energy is $E_H(x)/x^\dagger x$. For Hermitian $H$,

$$S\bar HS=-H\quad\Longleftrightarrow\quad E_H(a)=0\ \text{ for every } a \text{ with } Ca=a.$$

In blocks, a Hermitian matrix

$$H=\begin{pmatrix}A&B\\B^\dagger&D\end{pmatrix}$$

satisfies the left-hand side when $D=-\bar A$ and $B^T=-B$. The first condition ties the hole block to the particle block, and the second is the antisymmetry of fermionic pairing. The matrix in the opening violates the second.

## Where a BdG code uses the constraint

For finite mean-field Hamiltonians, which are quadratic in the fermion operators, a code can compute the eigenvectors with positive energy and generate those with negative energy by charge conjugation; eigenvectors with zero energy have to be found separately. This relies on the constraint: it gives $HS=-S\bar H$, so $Hx=\varepsilon x$ with real $\varepsilon$ implies $H(Cx)=-\varepsilon\,Cx$. In the opening example the eigenvector $(1,-i)$ with energy $+1$ is conjugated to $i(1,-i)$, which has energy $+1$ again.

If $H$ is stored as an array, comparing $S\bar HS$ with $-H$ entry by entry is the direct test. If $H$ is available only as a routine that applies it to a vector, as in Lanczos or Chebyshev methods, the mean-energy form is convenient:

```python
u = rng.normal(size=n) + 1j * rng.normal(size=n)
a = np.concatenate([u, u.conj()])
e = np.vdot(a, apply_H(a))
```

The value `e` should vanish up to rounding, measured against the product of the norms of `a` and `apply_H(a)`. For a Hermitian matrix that violates the constraint, $E_H$ is a nonzero real quadratic form on the Majorana vectors, so in exact arithmetic one Gaussian sample detects the violation with probability one. With a finite tolerance, a single sample can by chance give a value too small to be noticed, which is a reason to draw several.

Hermiticity needs its own test. The matrix $\mathrm{diag}(i,-i)$ has zero expectation in every Majorana vector, but $S\bar HS=H$ for it, not $-H$.

## From Majorana vectors to all states

The derivation starts with an arbitrary complex matrix $H$ and uses Hermiticity only at the end.

**Conjugating the state.** Since $S$ is real and symmetric, $(Cx)^\dagger=x^TS$. A scalar equals its own transpose, so

$$E_H(Cx)=x^TSHS\bar x=x^\dagger SH^TSx=E_{SH^TS}(x).$$

**The constraint gives zero energies.** If $SH^TS=-H$ and $Ca=a$, then

$$E_H(a)=E_H(Ca)=E_{SH^TS}(a)=-E_H(a),$$

and hence $E_H(a)=0$.

**Zero energies give opposite energies for conjugate states.** Assume now that $E_H$ vanishes on all Majorana vectors, and take any $x$. Because $S^2=1$, we have $C^2x=x$. Both

$$a_1=x+Cx,\qquad a_2=i(x-Cx)$$

are therefore Majorana vectors. For the second, $C$ is antilinear, so $Ca_2=-i(Cx-x)=a_2$. The phase $i$ does not change the expectation, which gives

$$0=E_H(a_1)+E_H(a_2)=E_H(x+Cx)+E_H(x-Cx)=2E_H(x)+2E_H(Cx).$$

The interference terms cancel in the last step.

**A matrix whose expectation values all vanish is zero.** Put $K=H+SH^TS$. The conjugation formula of the first step and the result of the third give $E_K(x)=E_H(x)+E_H(Cx)=0$ for every $x$. Expanding $E_K(x+y)=0$ and $E_K(x+iy)=0$ yields

$$x^\dagger Ky+y^\dagger Kx=0,\qquad i\,x^\dagger Ky-i\,y^\dagger Kx=0.$$

The second equation says that the two matrix elements are equal, and the first that they are opposite, so $x^\dagger Ky=0$. Choosing $x=Ky$ gives $(Ky)^\dagger Ky=0$, hence $Ky=0$ for every $y$, and $K=0$. This is $SH^TS=-H$.

**Hermitian matrices.** If $H^\dagger=H$, then $H^T=\bar H$, and the condition becomes $S\bar HS=-H$.

Applied to a difference $H-H'$ of Hermitian matrices, the criterion says that $H$ and $H'$ have equal mean energies in every Majorana vector exactly when $H-H'$ satisfies the BdG constraint.

## The Lean file

```lean
import Mathlib

open Matrix Complex
open scoped ComplexOrder

namespace MajoranaExpectation

noncomputable section

variable {n : Type*} [Fintype n] [DecidableEq n]

/-- The block swap `S`, exchanging the particle and hole components. -/
def blockSwap : Matrix (n ⊕ n) (n ⊕ n) ℂ := fromBlocks 0 1 1 0

/-- Charge conjugation of a state: complex conjugation followed by the block swap. -/
def chargeConj (x : n ⊕ n → ℂ) : n ⊕ n → ℂ := blockSwap *ᵥ star x

/-- A Majorana vector is equal to its own charge conjugate. -/
def IsMajorana (a : n ⊕ n → ℂ) : Prop := chargeConj a = a

/-- The expectation `⟨x, H x⟩`, for a vector `x` that need not be normalised. -/
def meanEnergy (H : Matrix (n ⊕ n) (n ⊕ n) ℂ) (x : n ⊕ n → ℂ) : ℂ :=
  star x ⬝ᵥ H *ᵥ x

/-- The particle-hole constraint `S conj(H) S = -H` of a Bogoliubov-de Gennes matrix. -/
def IsBdG (H : Matrix (n ⊕ n) (n ⊕ n) ℂ) : Prop :=
  blockSwap * H.map star * blockSwap = -H

omit [Fintype n] in
/-- The block swap is a symmetric matrix. -/
theorem blockSwap_transpose : (blockSwap : Matrix (n ⊕ n) (n ⊕ n) ℂ)ᵀ = blockSwap := by
  simp [blockSwap, fromBlocks_transpose]

/-- Charge conjugation applied twice returns the original state. -/
theorem chargeConj_chargeConj (x : n ⊕ n → ℂ) : chargeConj (chargeConj x) = x := by
  have hS : (blockSwap : Matrix (n ⊕ n) (n ⊕ n) ℂ)ᴴ = blockSwap := by
    simp [blockSwap, fromBlocks_conjTranspose]
  have hSS : (blockSwap : Matrix (n ⊕ n) (n ⊕ n) ℂ) * blockSwap = 1 := by
    simp [blockSwap, fromBlocks_multiply]
  unfold chargeConj
  rw [Matrix.star_mulVec, star_star, hS, ← Matrix.mulVec_transpose, blockSwap_transpose,
    Matrix.mulVec_mulVec, hSS, Matrix.one_mulVec]

/-- The mean energy of `H` in the charge-conjugated state is the mean energy of `S Hᵀ S`
in the original state. -/
theorem meanEnergy_chargeConj (H : Matrix (n ⊕ n) (n ⊕ n) ℂ) (x : n ⊕ n → ℂ) :
    meanEnergy H (chargeConj x) = meanEnergy (blockSwap * Hᵀ * blockSwap) x := by
  have hS : (blockSwap : Matrix (n ⊕ n) (n ⊕ n) ℂ)ᴴ = blockSwap := by
    simp [blockSwap, fromBlocks_conjTranspose]
  have hstar : star (chargeConj x) = blockSwap *ᵥ x := by
    unfold chargeConj
    rw [Matrix.star_mulVec, star_star, hS, ← Matrix.mulVec_transpose, blockSwap_transpose]
  -- moving a matrix across the bilinear product transposes it
  have move : ∀ (u v : n ⊕ n → ℂ) (A : Matrix (n ⊕ n) (n ⊕ n) ℂ),
      u ⬝ᵥ A *ᵥ v = v ⬝ᵥ Aᵀ *ᵥ u := by
    intro u v A
    rw [Matrix.dotProduct_mulVec u A v, dotProduct_comm (u ᵥ* A) v, ← Matrix.mulVec_transpose]
  unfold meanEnergy
  rw [hstar]
  unfold chargeConj
  rw [Matrix.mulVec_mulVec, move, Matrix.transpose_mul, blockSwap_transpose,
    Matrix.mulVec_mulVec]

/-- A matrix whose expectation vanishes in every state is zero. -/
theorem eq_zero_of_meanEnergy (K : Matrix (n ⊕ n) (n ⊕ n) ℂ)
    (h : ∀ x, meanEnergy K x = 0) : K = 0 := by
  -- polarisation: all matrix elements between two states vanish
  have polar : ∀ x y : n ⊕ n → ℂ, star x ⬝ᵥ K *ᵥ y = 0 := by
    intro x y
    have hx := h x
    have hy := h y
    have h1 := h (x + y)
    have h2 := h (x + I • y)
    have hI : I * I = -1 := Complex.I_mul_I
    have hs : star I = -I := Complex.conj_I
    simp only [meanEnergy, star_add, star_smul, hs, Matrix.mulVec_add, Matrix.mulVec_smul,
      add_dotProduct, dotProduct_add, smul_dotProduct, dotProduct_smul, smul_eq_mul]
      at hx hy h1 h2
    linear_combination (1 / 2) * h1 - (I / 2) * h2 - ((1 - I) / 2) * hx - ((1 - I) / 2) * hy
      + ((star x ⬝ᵥ K *ᵥ y - star y ⬝ᵥ K *ᵥ x - I * (star y ⬝ᵥ K *ᵥ y)) / 2) * hI
  have hK : ∀ y, K *ᵥ y = 0 := fun y => dotProduct_star_self_eq_zero.mp (polar (K *ᵥ y) y)
  ext i j
  have hij := congrFun (hK (Pi.single j 1)) i
  simpa using hij

/-- If all Majorana vectors have zero mean energy, then a state and its charge conjugate
have opposite mean energies. -/
theorem meanEnergy_add_chargeConj (H : Matrix (n ⊕ n) (n ⊕ n) ℂ)
    (h : ∀ a, IsMajorana a → meanEnergy H a = 0) (x : n ⊕ n → ℂ) :
    meanEnergy H x + meanEnergy H (chargeConj x) = 0 := by
  have hs : star I = -I := Complex.conj_I
  have hcc := chargeConj_chargeConj x
  -- the two Majorana parts of `x`
  have m1 : IsMajorana (x + chargeConj x) := by
    have e : chargeConj (x + chargeConj x) = chargeConj x + chargeConj (chargeConj x) := by
      simp only [chargeConj, star_add, Matrix.mulVec_add]
    unfold IsMajorana
    rw [e, hcc, add_comm]
  have m2 : IsMajorana (I • (x - chargeConj x)) := by
    have e : chargeConj (I • (x - chargeConj x))
        = (-I) • (chargeConj x - chargeConj (chargeConj x)) := by
      simp only [chargeConj, star_smul, star_sub, hs, Matrix.mulVec_smul, Matrix.mulVec_sub]
    unfold IsMajorana
    rw [e, hcc]
    module
  have h1 := h _ m1
  have h2 := h _ m2
  have hI : I * I = -1 := Complex.I_mul_I
  have phase : meanEnergy H (I • (x - chargeConj x)) = meanEnergy H (x - chargeConj x) := by
    simp only [meanEnergy, star_smul, hs, Matrix.mulVec_smul, smul_dotProduct,
      dotProduct_smul, smul_eq_mul]
    linear_combination (-(star (x - chargeConj x) ⬝ᵥ H *ᵥ (x - chargeConj x))) * hI
  rw [phase] at h2
  -- the parallelogram identity removes the interference terms
  simp only [meanEnergy, star_add, star_sub, Matrix.mulVec_add, Matrix.mulVec_sub,
    add_dotProduct, sub_dotProduct, dotProduct_add, dotProduct_sub] at h1 h2 ⊢
  linear_combination (1 / 2) * h1 + (1 / 2) * h2

/-- For an arbitrary complex matrix, Hermitian or not, all Majorana expectations vanish
exactly when `S Hᵀ S = -H`. -/
theorem majorana_criterion_general (H : Matrix (n ⊕ n) (n ⊕ n) ℂ) :
    blockSwap * Hᵀ * blockSwap = -H ↔ ∀ a, IsMajorana a → meanEnergy H a = 0 := by
  constructor
  · intro hH a ha
    have e := meanEnergy_chargeConj H a
    have hneg : meanEnergy (-H) a = -meanEnergy H a := by
      simp only [meanEnergy, Matrix.neg_mulVec, dotProduct_neg]
    rw [hH, hneg, show chargeConj a = a from ha] at e
    linear_combination (1 / 2) * e
  · intro h
    apply eq_neg_of_add_eq_zero_right
    apply eq_zero_of_meanEnergy
    intro x
    have e := meanEnergy_add_chargeConj H h x
    rw [meanEnergy_chargeConj] at e
    simpa only [meanEnergy, Matrix.add_mulVec, dotProduct_add] using e

/-- A Hermitian matrix is a Bogoliubov-de Gennes matrix if and only if every Majorana vector
has zero mean energy. -/
theorem isBdG_iff_majorana_meanEnergy_zero (H : Matrix (n ⊕ n) (n ⊕ n) ℂ)
    (hH : H.IsHermitian) :
    IsBdG H ↔ ∀ a, IsMajorana a → meanEnergy H a = 0 := by
  have hT : H.map star = Hᵀ := by
    ext i j
    exact hH.apply j i
  unfold IsBdG
  rw [hT]
  exact majorana_criterion_general H

/-- Two Hermitian matrices have the same mean energy in every Majorana vector if and only if
their difference is a Bogoliubov-de Gennes matrix. -/
theorem same_majorana_energies_iff (H H' : Matrix (n ⊕ n) (n ⊕ n) ℂ)
    (hH : H.IsHermitian) (hH' : H'.IsHermitian) :
    (∀ a, IsMajorana a → meanEnergy H a = meanEnergy H' a) ↔ IsBdG (H - H') := by
  rw [isBdG_iff_majorana_meanEnergy_zero _ (hH.sub hH')]
  simp only [meanEnergy, Matrix.sub_mulVec, dotProduct_sub, sub_eq_zero]

/-- A Hermitian coupling of one particle and one hole component with imaginary amplitude. -/
def imaginaryCoupling : Matrix (Unit ⊕ Unit) (Unit ⊕ Unit) ℂ :=
  fromBlocks 0 (Matrix.of fun _ _ => I) (Matrix.of fun _ _ => -I) 0

/-- The Majorana vector `(1, 1)`. -/
def majoranaOne : Unit ⊕ Unit → ℂ := Sum.elim (fun _ => 1) (fun _ => 1)

/-- The Majorana vector `(i, -i)`. -/
def majoranaTwo : Unit ⊕ Unit → ℂ := Sum.elim (fun _ => I) (fun _ => -I)

/-- The imaginary coupling is Hermitian and has zero mean energy in two orthogonal Majorana
vectors of the two-dimensional space, yet it is not a Bogoliubov-de Gennes matrix. -/
theorem majorana_basis_not_sufficient :
    imaginaryCoupling.IsHermitian ∧ IsMajorana majoranaOne ∧ IsMajorana majoranaTwo ∧
      star majoranaOne ⬝ᵥ majoranaTwo = 0 ∧ meanEnergy imaginaryCoupling majoranaOne = 0 ∧
      meanEnergy imaginaryCoupling majoranaTwo = 0 ∧ ¬ IsBdG imaginaryCoupling := by
  refine ⟨?_, ?_, ?_, ?_, ?_, ?_, ?_⟩
  · ext i j
    rcases i with i | i <;> rcases j with j | j <;>
      simp [imaginaryCoupling, Matrix.conjTranspose_apply]
  · ext i
    rcases i with i | i <;>
      simp [chargeConj, blockSwap, majoranaOne, Matrix.mulVec, dotProduct]
  · ext i
    rcases i with i | i <;>
      simp [chargeConj, blockSwap, majoranaTwo, Matrix.mulVec, dotProduct]
  · simp [majoranaOne, majoranaTwo, dotProduct]
  · simp [meanEnergy, imaginaryCoupling, majoranaOne, Matrix.mulVec, dotProduct]
  · simp [meanEnergy, imaginaryCoupling, majoranaTwo, Matrix.mulVec, dotProduct]
  · intro h
    unfold IsBdG at h
    -- the upper right entry would give `I = -I`
    have e := congrArg Complex.im (congrFun (congrFun h (Sum.inl ())) (Sum.inr ()))
    norm_num [blockSwap, imaginaryCoupling, Matrix.mul_apply] at e

end

end MajoranaExpectation
```

```lean
#print axioms MajoranaExpectation.isBdG_iff_majorana_meanEnergy_zero
#print axioms MajoranaExpectation.same_majorana_energies_iff
#print axioms MajoranaExpectation.majorana_basis_not_sufficient
```

```
'MajoranaExpectation.isBdG_iff_majorana_meanEnergy_zero' depends on axioms: [propext, Classical.choice, Quot.sound]
'MajoranaExpectation.same_majorana_energies_iff' depends on axioms: [propext, Classical.choice, Quot.sound]
'MajoranaExpectation.majorana_basis_not_sufficient' depends on axioms: [propext, Classical.choice, Quot.sound]
```

## What the definitions and theorems say

The type `n` is any finite index set of orbitals, and `n ⊕ n` labels the particle components and then the hole components. `blockSwap` is $S$, `chargeConj` is $C$, and `IsMajorana a` says $Ca=a$. `meanEnergy H x` is the unnormalised $x^\dagger Hx$, a complex number because `H` may be any complex matrix. `IsBdG H` contains only the equation $S\bar HS=-H$; Hermiticity is a separate hypothesis.

`isBdG_iff_majorana_meanEnergy_zero` is the criterion for a Hermitian matrix. `majorana_criterion_general` is the version without Hermiticity, with the transpose in place of the complex conjugate. `same_majorana_energies_iff` is the statement about two Hermitian matrices. `majorana_basis_not_sufficient` treats the opening example: it states that the matrix is Hermitian, that the two vectors are Majorana and orthogonal, that both mean energies vanish, and that the matrix is not BdG. Passing the test on an orthogonal Majorana basis is therefore not enough.

## How the lemmas follow the derivation

`chargeConj_chargeConj` proves $C^2=1$ from the block form of $S$. `meanEnergy_chargeConj` is the conjugation step; its local fact `move` is the transposition of a scalar, $u^TAv=v^TA^Tu$.

`meanEnergy_add_chargeConj` builds the two Majorana vectors as `m1` and `m2`, removes the factor $i$ in `phase`, and expands both expectations. The closing `linear_combination` takes half of each equation, which is the parallelogram identity.

`eq_zero_of_meanEnergy` carries out the polarisation. The expectations in $x$, $y$, $x+y$ and $x+iy$ are expanded, and `linear_combination` solves for $x^\dagger Ky$ using $i^2=-1$. The choice $x=Ky$ appears as `polar (K *ᵥ y) y`, and applying $K$ to the unit vectors `Pi.single j 1` then shows that each entry is zero.

`majorana_criterion_general` joins these results, one direction at a time. The Hermitian theorem only has to replace `H.map star` by `Hᵀ`. For the counterexample, the first six claims are checked by evaluating components, and the last by comparing the upper right entries of $S\bar HS$ and $-H$, which are $i$ and $-i$.

## Limits for a simulation code

The theorems concern exact complex matrices of finite size. They set no rounding tolerance and give no estimate of how far a matrix is from the constraint when its Majorana energies are merely small. The sampling argument and the pairing of eigenvectors described earlier rest on the short arguments given there, not on the file.

The convention for $S$ matters. The test as written assumes that the hole components are listed in the same orbital order as the particle components, without extra signs. Some codes use a Nambu basis with reordered spins or with minus signs on some hole components. If a unitary $W$ takes vectors from the present basis to the code's basis, the code's matrix is $WHW^\dagger$, and the test can be applied to it with the vectors $Wa$ in place of $a$.

The test also needs the particle and hole components of the same orbitals, and many codes work with smaller blocks that lack them. For singlet pairing in one orbital, the matrix with rows $(\xi,\Delta)$ and $(\bar\Delta,-\xi)$ acts on a spin-up particle and a spin-down hole. It is correct, yet it fails the test whenever $\Delta\neq0$. In a crystal, the constraint relates the Bloch matrix at $k$ to the one at $-k$, $S\,\overline{H(-k)}\,S=-H(k)$, so a single $H(k)$ in general fails as well. Such blocks have to be combined into the full matrix before the test is applied.

A Majorana vector here is a self-conjugate vector and need not be an eigenvector. For $H=\mathrm{diag}(1,-1)$, which satisfies the constraint, $(1,1)$ has zero mean energy although $H$ has no zero eigenvalue. The criterion thus tests whether a matrix has the BdG structure, and gives no evidence for Majorana zero modes.
